# The polarisation-summed emission of a complex dipole integrates to $(8\pi/3)\lVert d\rVert^2$

If only the real part of the transition dipole $(x+iy)/\sqrt2$ is kept, with $x$ and $y$ the Cartesian unit vectors, the predicted emission into the propagation direction $x$, summed over polarisations, is zero, whereas the full dipole emits there with strength $1/2$. Here the strength for a real unit polarisation vector $e$ is $|e\cdot d|^2$, without the frequency factor and the physical constants. The theorems below keep the real and imaginary parts and give the strength in each direction, summed over two orthonormal transverse polarisations, and its integral over all directions.

```lean
import Mathlib

open Matrix Real

namespace ComplexDipoleEmission

noncomputable section

/-- The amplitude `e · d` of a complex dipole `d` along a real vector `e`. -/
def amp (e : Fin 3 → ℝ) (d : Fin 3 → ℂ) : ℂ := ∑ i, (e i : ℂ) * d i

/-- The squared norm of a complex dipole. -/
def dipoleSq (d : Fin 3 → ℂ) : ℝ := ∑ i, Complex.normSq (d i)

/-- The emission strength summed over two linear polarisations `e₁` and `e₂`. -/
def emission (e₁ e₂ : Fin 3 → ℝ) (d : Fin 3 → ℂ) : ℝ :=
  Complex.normSq (amp e₁ d) + Complex.normSq (amp e₂ d)

/-- A propagation direction `k` and two polarisation vectors form an orthonormal triad. -/
structure IsTriad (k e₁ e₂ : Fin 3 → ℝ) : Prop where
  kk : k ⬝ᵥ k = 1
  aa : e₁ ⬝ᵥ e₁ = 1
  bb : e₂ ⬝ᵥ e₂ = 1
  ka : k ⬝ᵥ e₁ = 0
  kb : k ⬝ᵥ e₂ = 0
  ab : e₁ ⬝ᵥ e₂ = 0

/-- The unit vector with polar angle `θ` and azimuth `φ`. -/
def dir (θ φ : ℝ) : Fin 3 → ℝ := ![sin θ * cos φ, sin θ * sin φ, cos θ]

/-- The spherical unit vector of increasing polar angle. -/
def eTheta (θ φ : ℝ) : Fin 3 → ℝ := ![cos θ * cos φ, cos θ * sin φ, -sin θ]

/-- The spherical unit vector of increasing azimuth. -/
def ePhi (φ : ℝ) : Fin 3 → ℝ := ![-sin φ, cos φ, 0]

/-- The unit dipole along the `z` axis. -/
def linearDipole : Fin 3 → ℂ := ![0, 0, 1]

/-- The circular unit dipole `(x + i y)/√2`. -/
def circularDipole : Fin 3 → ℂ :=
  ![(((√2)⁻¹ : ℝ) : ℂ), (((√2)⁻¹ : ℝ) : ℂ) * Complex.I, 0]

/-- The real and imaginary parts of the amplitude are the scalar products of `e` with the real and
imaginary parts of the dipole. -/
theorem amp_re_im (e : Fin 3 → ℝ) (d : Fin 3 → ℂ) :
    (amp e d).re = ∑ i, e i * (d i).re ∧ (amp e d).im = ∑ i, e i * (d i).im := by
  constructor <;> simp [amp, Fin.sum_univ_three]

/-- Completeness relation of an orthonormal triad. -/
theorem completeness {k e₁ e₂ : Fin 3 → ℝ} (h : IsTriad k e₁ e₂) (i j : Fin 3) :
    k i * k j + e₁ i * e₁ j + e₂ i * e₂ j = if i = j then 1 else 0 := by
  obtain ⟨h1, h2, h3, h4, h5, h6⟩ := h
  simp only [dotProduct, Fin.sum_univ_three] at h1 h2 h3 h4 h5 h6
  -- orthonormal rows of a square matrix imply orthonormal columns
  have hM : Matrix.of ![k, e₁, e₂] * (Matrix.of ![k, e₁, e₂])ᵀ = 1 := by
    ext a b
    fin_cases a <;> fin_cases b <;>
      simp [Matrix.mul_apply, Fin.sum_univ_three] <;> linarith
  have hN := congrArg (fun M : Matrix (Fin 3) (Fin 3) ℝ => M i j) (mul_eq_one_comm.mp hM)
  simpa [Matrix.mul_apply, Fin.sum_univ_three, Matrix.one_apply] using hN

/-- Polarisation sum: the strength emitted along `k` is the squared norm of the dipole
minus the squared modulus of its component along `k`. -/
theorem emission_eq {k e₁ e₂ : Fin 3 → ℝ} (h : IsTriad k e₁ e₂) (d : Fin 3 → ℂ) :
    emission e₁ e₂ d = dipoleSq d - Complex.normSq (amp k d) := by
  have c := fun i => (completeness h i i).trans (if_pos rfl)
  have c01 := (completeness h 0 1).trans (if_neg (by decide))
  have c02 := (completeness h 0 2).trans (if_neg (by decide))
  have c12 := (completeness h 1 2).trans (if_neg (by decide))
  simp only [emission, dipoleSq, Complex.normSq_apply, amp_re_im, Fin.sum_univ_three]
  -- contract the completeness relation with the dipole and its conjugate
  linear_combination ((d 0).re ^ 2 + (d 0).im ^ 2) * c 0
    + ((d 1).re ^ 2 + (d 1).im ^ 2) * c 1 + ((d 2).re ^ 2 + (d 2).im ^ 2) * c 2
    + 2 * ((d 0).re * (d 1).re + (d 0).im * (d 1).im) * c01
    + 2 * ((d 0).re * (d 2).re + (d 0).im * (d 2).im) * c02
    + 2 * ((d 1).re * (d 2).re + (d 1).im * (d 2).im) * c12

/-- The spherical unit vectors form an orthonormal triad at all angles. -/
theorem isTriad_witness (θ φ : ℝ) : IsTriad (dir θ φ) (eTheta θ φ) (ePhi φ) := by
  have P := sin_sq_add_cos_sq θ
  have Q := sin_sq_add_cos_sq φ
  constructor <;> simp only [dotProduct, Fin.sum_univ_three, dir, eTheta, ePhi, Matrix.cons_val]
  · linear_combination sin θ ^ 2 * Q + P
  · linear_combination cos θ ^ 2 * Q + P
  · linear_combination Q
  · linear_combination sin θ * cos θ * Q
  · ring
  · ring

/-- Over a full turn in azimuth only the constant and the squared cosine contribute. -/
theorem azimuthal_integral (A B C E F : ℝ) :
    ∫ φ in (0 : ℝ)..(2 * π), (A + B * cos φ ^ 2 + C * (sin φ * cos φ) + E * cos φ + F * sin φ)
      = 2 * π * A + π * B := by
  rw [intervalIntegral.integral_eq_sub_of_hasDerivAt
    (f := fun x => A * x + B / 2 * (x + sin x * cos x) + C / 2 * (sin x * sin x)
      + E * sin x + (-F) * cos x)]
  · simp only [sin_two_pi, cos_two_pi, sin_zero, cos_zero]
    ring
  · intro x _
    have hs := Real.hasDerivAt_sin x
    have hc := Real.hasDerivAt_cos x
    have hx := hasDerivAt_id' x
    refine (((((hx.const_mul A).fun_add ((hx.fun_add (hs.fun_mul hc)).const_mul (B / 2))).fun_add
      ((hs.fun_mul hs).const_mul (C / 2))).fun_add (hs.const_mul E)).fun_add
      (hc.const_mul (-F))).congr_deriv ?_
    linear_combination (-(B / 2)) * sin_sq_add_cos_sq x
  · exact Continuous.intervalIntegrable (by fun_prop) _ _

/-- The polar integral of `a + b cos² θ` with the solid-angle weight `sin θ`. -/
theorem polar_integral (a b : ℝ) :
    ∫ θ in (0 : ℝ)..π, (a + b * cos θ ^ 2) * sin θ = 2 * a + 2 * b / 3 := by
  rw [intervalIntegral.integral_eq_sub_of_hasDerivAt
    (f := fun x => (-a) * cos x + (-(b / 3)) * (cos x * cos x * cos x))]
  · simp only [cos_pi, cos_zero]
    ring
  · intro x _
    have hc := Real.hasDerivAt_cos x
    refine ((hc.const_mul (-a)).fun_add
      (((hc.fun_mul hc).fun_mul hc).const_mul (-(b / 3)))).congr_deriv ?_
    ring
  · exact Continuous.intervalIntegrable (by fun_prop) _ _

/-- The emission strength of a complex dipole integrated over all directions is `8π/3` times its
squared norm, for any choice of two orthonormal transverse polarisation vectors at each direction.
-/
theorem total_emission (e₁ e₂ : ℝ → ℝ → Fin 3 → ℝ)
    (h : ∀ θ φ, IsTriad (dir θ φ) (e₁ θ φ) (e₂ θ φ)) (d : Fin 3 → ℂ) :
    ∫ θ in (0 : ℝ)..π, ∫ φ in (0 : ℝ)..(2 * π), emission (e₁ θ φ) (e₂ θ φ) d * sin θ
      = 8 * π / 3 * dipoleSq d := by
  let n : Fin 3 → ℝ := fun i => (d i).re * (d i).re + (d i).im * (d i).im
  let r : Fin 3 → Fin 3 → ℝ := fun i j => (d i).re * (d j).re + (d i).im * (d j).im
  have inner : ∀ θ, ∫ φ in (0 : ℝ)..(2 * π), emission (e₁ θ φ) (e₂ θ φ) d * sin θ
      = ((π * (n 0 + n 1) + 2 * π * n 2) + (π * (n 0 + n 1) - 2 * π * n 2) * cos θ ^ 2)
        * sin θ := by
    intro θ
    -- sort the integrand by its dependence on the azimuth
    have h1 : ∀ φ, emission (e₁ θ φ) (e₂ θ φ) d * sin θ
        = (n 0 + n 1 + n 2 - sin θ ^ 2 * n 1 - cos θ ^ 2 * n 2) * sin θ
          + (-(sin θ ^ 3 * (n 0 - n 1))) * cos φ ^ 2
          + (-(2 * sin θ ^ 3 * r 0 1)) * (sin φ * cos φ)
          + (-(2 * sin θ ^ 2 * cos θ * r 0 2)) * cos φ
          + (-(2 * sin θ ^ 2 * cos θ * r 1 2)) * sin φ := by
      intro φ
      rw [emission_eq (h θ φ)]
      simp only [n, r, dipoleSq, Complex.normSq_apply, amp_re_im, Fin.sum_univ_three, dir,
        Matrix.cons_val]
      linear_combination (-(sin θ ^ 3 * ((d 1).re ^ 2 + (d 1).im ^ 2))) * sin_sq_add_cos_sq φ
    simp only [h1]
    rw [azimuthal_integral]
    linear_combination (-(π * (n 0 + n 1) * sin θ)) * sin_sq_add_cos_sq θ
  simp only [inner]
  rw [polar_integral]
  simp only [n, dipoleSq, Complex.normSq_apply, Fin.sum_univ_three]
  ring

/-- A unit dipole along `z` emits with the angular pattern `sin² θ`. -/
theorem linear_pattern {θ φ : ℝ} {e₁ e₂ : Fin 3 → ℝ} (h : IsTriad (dir θ φ) e₁ e₂) :
    emission e₁ e₂ linearDipole = sin θ ^ 2 := by
  rw [emission_eq h]
  simp only [dipoleSq, Complex.normSq_apply, amp_re_im, Fin.sum_univ_three, dir, linearDipole,
    Matrix.cons_val, Complex.zero_re, Complex.zero_im, Complex.one_re, Complex.one_im]
  linear_combination -sin_sq_add_cos_sq θ

/-- The circular dipole `(x + i y)/√2` emits with the angular pattern `(1 + cos² θ)/2`. -/
theorem circular_pattern {θ φ : ℝ} {e₁ e₂ : Fin 3 → ℝ} (h : IsTriad (dir θ φ) e₁ e₂) :
    emission e₁ e₂ circularDipole = (1 + cos θ ^ 2) / 2 := by
  have hr : ((√2)⁻¹ : ℝ) ^ 2 = 1 / 2 := by
    rw [inv_pow, Real.sq_sqrt (by norm_num)]; norm_num
  rw [emission_eq h]
  simp only [dipoleSq, Complex.normSq_apply, amp_re_im, Fin.sum_univ_three, dir, circularDipole,
    Matrix.cons_val, Complex.zero_re, Complex.zero_im, Complex.mul_re, Complex.mul_im,
    Complex.ofReal_re, Complex.ofReal_im, Complex.I_re, Complex.I_im]
  linear_combination (-(((√2)⁻¹ : ℝ) ^ 2 * sin θ ^ 2)) * sin_sq_add_cos_sq φ
    + (2 - sin θ ^ 2) * hr - (1 / 2) * sin_sq_add_cos_sq θ

/-- The circular dipole emits into the polarisations `(e_θ + i e_φ)/√2` and
`(e_θ - i e_φ)/√2` with strengths `((1 + cos θ)/2)²` and `((1 - cos θ)/2)²`. -/
theorem circular_polarisation_resolved (θ φ : ℝ) :
    Complex.normSq (amp (eTheta θ φ) circularDipole
        - Complex.I * amp (ePhi φ) circularDipole) / 2 = ((1 + cos θ) / 2) ^ 2 ∧
    Complex.normSq (amp (eTheta θ φ) circularDipole
        + Complex.I * amp (ePhi φ) circularDipole) / 2 = ((1 - cos θ) / 2) ^ 2 := by
  have hr : ((√2)⁻¹ : ℝ) ^ 2 = 1 / 2 := by
    rw [inv_pow, Real.sq_sqrt (by norm_num)]; norm_num
  have Q := sin_sq_add_cos_sq φ
  -- the polarisation vector enters the amplitude complex conjugated
  constructor <;>
    simp only [Complex.normSq_apply, Complex.sub_re, Complex.sub_im, Complex.add_re,
      Complex.add_im, Complex.mul_re, Complex.mul_im, Complex.I_re, Complex.I_im, amp_re_im,
      Fin.sum_univ_three, eTheta, ePhi, circularDipole, Matrix.cons_val, Complex.zero_re,
      Complex.zero_im, Complex.ofReal_re, Complex.ofReal_im]
  · linear_combination (((√2)⁻¹ : ℝ) ^ 2 * (1 + cos θ) ^ 2 / 2) * Q + (1 + cos θ) ^ 2 / 2 * hr
  · linear_combination (((√2)⁻¹ : ℝ) ^ 2 * (1 - cos θ) ^ 2 / 2) * Q + (1 - cos θ) ^ 2 / 2 * hr

end

end ComplexDipoleEmission
```

```lean
#print axioms ComplexDipoleEmission.total_emission
#print axioms ComplexDipoleEmission.linear_pattern
#print axioms ComplexDipoleEmission.circular_pattern
#print axioms ComplexDipoleEmission.circular_polarisation_resolved
```

```
'ComplexDipoleEmission.total_emission' depends on axioms: [propext, Classical.choice, Quot.sound]
'ComplexDipoleEmission.linear_pattern' depends on axioms: [propext, Classical.choice, Quot.sound]
'ComplexDipoleEmission.circular_pattern' depends on axioms: [propext, Classical.choice, Quot.sound]
'ComplexDipoleEmission.circular_polarisation_resolved' depends on axioms: [propext, Classical.choice, Quot.sound]
```

## Dipoles, directions and polarisations

A dipole $d$ is a function `Fin 3 → ℂ` with components $d_0,d_1,d_2$ along $x,y,z$, and `dipoleSq d` is $\lVert d\rVert^2=\sum_i|d_i|^2$. For a real vector $e$, `amp e d` is the amplitude $e\cdot d=\sum_i e_i d_i$. The quantity `emission e₁ e₂ d` is $|e_1\cdot d|^2+|e_2\cdot d|^2$.

`IsTriad k e₁ e₂` lists the six scalar products that make the propagation direction $k$ and the polarisations $e_1,e_2$ orthonormal. This encodes the transversality of light; either handedness is allowed. The spherical vectors `dir`, `eTheta` and `ePhi` satisfy it at all angles, by `isTriad_witness`.

In the electric-dipole approximation in free space, $8\pi/3$ is the angular and polarisation factor in the Einstein $A$ coefficient. The frequency factor, the physical constants and the coupling to the field that complete the rate are not modelled, and $d$ is given rather than computed from the two states of the transition.

## The sum over polarisations

Put $k,e_1,e_2$ in the rows of a square matrix $M$. Orthonormality says $MM^{T}=1$, hence $M^{T}M=1$, which in components is

$$k_ik_j+e_{1,i}e_{1,j}+e_{2,i}e_{2,j}=\delta_{ij}.$$

This is `completeness`; `mul_eq_one_comm` exchanges the factors. Multiplying by $d_i d_j^*$ and summing over $i,j$ gives

$$|e_1\cdot d|^2+|e_2\cdot d|^2=\lVert d\rVert^2-|k\cdot d|^2,$$

which is `emission_eq`. Lean does the contraction in real and imaginary parts, separated by `amp_re_im`; the coefficients in `linear_combination` are $|d_i|^2$ and $2\,\mathrm{Re}(d_id_j^*)$.

For example, take $d=(1,2i,2)$, $k=(3/5,0,4/5)$, $e_1=(4/5,0,-3/5)$ and $e_2=(0,1,0)$. The amplitudes are $-2/5$ and $2i$, so the strength is $0.16+4=4.16$. The other side is $9-(11/5)^2=4.16$, and the integral over directions is $24\pi$.

## The integral over directions

Write $n_i=|d_i|^2$ and $r_{ij}=\mathrm{Re}(d_id_j^*)$. With $k$ in spherical angles,

$$\begin{aligned}|k\cdot d|^2={}&\sin^2\theta\,(n_0\cos^2\varphi+n_1\sin^2\varphi)+n_2\cos^2\theta\\&+2r_{01}\sin^2\theta\sin\varphi\cos\varphi\\&+2\sin\theta\cos\theta\,(r_{02}\cos\varphi+r_{12}\sin\varphi).\end{aligned}$$

Over a full turn in $\varphi$ the interference terms $r_{ij}$ vanish, while $\cos^2\varphi$ and $\sin^2\varphi$ each give $\pi$. The azimuthal integral of the strength is therefore

$$\pi(n_0+n_1)(1+\cos^2\theta)+2\pi n_2\sin^2\theta.$$

With the weight $\sin\theta$, the polar integrals of $1+\cos^2\theta$ and $\sin^2\theta$ are $8/3$ and $4/3$. The total is $(8\pi/3)(n_0+n_1+n_2)$.

`azimuthal_integral` and `polar_integral` do these steps with explicit antiderivatives, and `total_emission` joins them. Its polarisation vectors may vary discontinuously with angle, since the summed strength does not depend on their choice.

## Linear and circular dipoles

For $d=z$, $k\cdot d=\cos\theta$, so `linear_pattern` gives $1-\cos^2\theta=\sin^2\theta$. For $d=(x+iy)/\sqrt2$, $k\cdot d=\sin\theta\,e^{i\varphi}/\sqrt2$, so `circular_pattern` gives $1-\tfrac12\sin^2\theta=(1+\cos^2\theta)/2$.

The circular dipole can also be resolved into the polarisations $\epsilon_\pm=(e_\theta\pm ie_\varphi)/\sqrt2$. Here $e_\theta\cdot d=\cos\theta\,e^{i\varphi}/\sqrt2$ and $e_\varphi\cdot d=ie^{i\varphi}/\sqrt2$. With $d$ the matrix element that has the lower state as bra and the upper state as ket, a complex polarisation enters the emission amplitude conjugated, so

$$\epsilon_\pm^*\cdot d=\frac{e^{i\varphi}(\cos\theta\pm1)}{2},\qquad |\epsilon_\pm^*\cdot d|^2=\left(\frac{1\pm\cos\theta}{2}\right)^2.$$

These are the two equalities of `circular_polarisation_resolved`, where the division by 2 normalises the polarisation vectors. Along $+z$ only $\epsilon_+$ is emitted.

## Emission as a projection

The strength could have been defined as the squared norm of the projection of $d$ onto the complex plane orthogonal to $k$. Independence of the polarisation basis, elliptical ones included, would then be built into the definition, and the link to measured polarisation components would become a theorem to prove.
